# A temperature range in which a rigid linear rotor's strongest absorption line starts above its most populated level

For a rigid linear rotor with level energies proportional to J(J + 1), let b be the rotational constant divided by the thermal energy. The theorem says that if 3 < exp(2b) < 2 + 2√2, any level j of greatest population lies strictly below the starting level i of any strongest line J → J + 1. Populations are (2J + 1) times the Boltzmann weight, not divided by the partition function, and the relative intensity is (J + 1)² times the difference between the weights of single states in the lower and upper levels. The proof shows that the lower bound on exp(2b) forces j = 0, while the upper bound makes the line from level 1 stronger than the line from level 0, so that i is not 0.

This version doesn't compile in Lean 4 with Mathlib:

```lean
import Mathlib

open Real

namespace PopulationPeakLtIntensityPeak

noncomputable section

/-- Boltzmann weight of a single state of level `J`, where `b` is the rotational constant
divided by the thermal energy. -/
def boltz (b : ℝ) (J : ℕ) : ℝ := exp (-(b * (J * (J + 1))))

/-- Relative population of level `J`: degeneracy times Boltzmann weight. -/
def population (b : ℝ) (J : ℕ) : ℝ := (2 * J + 1) * boltz b J

/-- Relative net absorption intensity of the line `J → J + 1`: a factor `J + 1` from the
frequency, one from the line strength, and the difference of the weights of a lower and an
upper state. -/
def intensity (b : ℝ) (J : ℕ) : ℝ := ((J : ℝ) + 1) ^ 2 * (boltz b J - boltz b (J + 1))

/-- `J` is a peak of `f` if no level has a larger value of `f`. -/
def IsPeak (f : ℕ → ℝ) (J : ℕ) : Prop := ∀ K, f K ≤ f J

lemma boltz_pos (b : ℝ) (J : ℕ) : 0 < boltz b J := exp_pos _

lemma boltz_mul_pow_le {b : ℝ} (hb : 0 < b) (J : ℕ) : boltz b J * exp (2 * b) ^ J ≤ 1 := by
  rw [← exp_nat_mul, boltz, ← exp_add]
  have h : (J : ℝ) ≤ J * J := by exact_mod_cast Nat.le_mul_self J
  exact exp_le_one_iff.mpr (by nlinarith [mul_le_mul_of_nonneg_left h hb.le])

/-- If `3 < exp (2b) < 2 + 2√2`, every intensity peak lies strictly above every
population peak. -/
theorem population_peak_lt_intensity_peak {b : ℝ} (h3 : 3 < exp (2 * b))
    (hs : exp (2 * b) < 2 + 2 * √2) {i j : ℕ}
    (hi : IsPeak (intensity b) i) (hj : IsPeak (population b) j) : j < i := by
  have hb : 0 < b := by
    have := one_lt_exp_iff.mp (show 1 < exp (2 * b) by linarith)
    linarith
  -- the population peaks at the ground level
  have hj0 : j = 0 := by
    by_contra hne
    have h1 : 1 + (j : ℝ) * 2 ≤ (1 + 2) ^ j := one_add_mul_le_pow (by norm_num) j
    have h2 : (1 + 2 : ℝ) ^ j < exp (2 * b) ^ j :=
      pow_lt_pow_left₀ (by linarith) (by norm_num) hne
    have h4 := mul_lt_mul_of_pos_left (lt_of_le_of_lt h1 h2) (boltz_pos b j)
    have h5 := hj 0
    have h6 : population b 0 = 1 := by simp [population, boltz]
    rw [h6, population] at h5
    linarith [boltz_mul_pow_le hb j]
  -- the line from level 1 is stronger than the line from level 0
  have hi0 : i ≠ 0 := by
    rintro rfl
    have hI := hi 1
    set x := exp (-(2 * b)) with hxdef
    have hx0 : 0 < x := exp_pos _
    have hx1 : x < 1 := exp_lt_one (by linarith)
    have hxy : x * exp (2 * b) = 1 := by rw [hxdef, ← exp_add, neg_add_cancel, exp_zero]
    have hb0 : boltz b 0 = 1 := by simp [boltz]
    have hb1 : boltz b 1 = x := by
      rw [boltz, hxdef]
      congr 1
      push_cast
      ring
    have hb2 : boltz b 2 = x ^ 3 := by
      rw [boltz, hxdef, ← exp_nat_mul]
      congr 1
      push_cast
      ring
    have hsq : √2 ^ 2 = 2 := sq_sqrt (by norm_num)
    have hy : exp (2 * b) ^ 2 < 4 * exp (2 * b) + 4 := by
      have := mul_pos (show 0 < 2 * √2 - (exp (2 * b) - 2) by linarith)
        (show 0 < 2 * √2 + (exp (2 * b) - 2) by linarith [sqrt_nonneg 2])
      nlinarith
    have hm := mul_lt_mul_of_pos_left hy (pow_pos hx0 2)
    have e1 : x ^ 2 * exp (2 * b) ^ 2 = 1 := by rw [← mul_pow, hxy, one_pow]
    have e2 : x ^ 2 * (4 * exp (2 * b) + 4) = 4 * x + 4 * x ^ 2 := by
      linear_combination 4 * x * hxy
    rw [e1, e2] at hm
    have hprod := mul_pos (sub_pos.mpr hx1) (sub_pos.mpr hm)
    simp only [intensity, zero_add, one_add_one_eq_two, hb0, hb1, hb2, Nat.cast_zero,
      Nat.cast_one] at hI
    nlinarith
  omega

end

end PopulationPeakLtIntensityPeak
```

The error:

```
Main.lean:56:24: error(lean.unknownIdentifier): Unknown identifier `exp_lt_one`
```

Diagnosis. The message says that Lean knows nothing by the name `exp_lt_one` at that point. The file has `open Real`, so a lemma called `Real.exp_lt_one` would have been found under the short name; there is none to find. The fact wanted is sound: `x` stands for `exp (-(2 * b))`, and since `b` is positive the exponent is negative and the exponential is below 1.

The repair takes this from `Real.exp_lt_one_iff`, which says that an exponential is less than 1 exactly when its exponent is negative. Because this is an equivalence, `.mpr` is needed to pass from the negative exponent to the bound, and `linarith` still proves that the exponent is negative. The line `rw [hxdef]` first replaces `x` by the exponential it abbreviates, so that the goal visibly has the lemma's form. Writing the prefix `Real.` in full is mere tidying, as the namespace is already open.

The change, after which it compiles:

```diff
@@ -54,5 +54,7 @@
     set x := exp (-(2 * b)) with hxdef
     have hx0 : 0 < x := exp_pos _
-    have hx1 : x < 1 := exp_lt_one (by linarith)
+    have hx1 : x < 1 := by
+      rw [hxdef]
+      exact Real.exp_lt_one_iff.mpr (by linarith)
     have hxy : x * exp (2 * b) = 1 := by rw [hxdef, ← exp_add, neg_add_cancel, exp_zero]
     have hb0 : boltz b 0 = 1 := by simp [boltz]
```
